# The worst-case error of the two-body energy under bounded monomer and dimer errors

## Question

Let N fragments have monomer energies m_i, and let d_ij with i < j be the energy of the dimer made of fragments i and j. The two-body energy is the sum of the monomer energies plus all pair interaction energies d_ij − m_i − m_j. Equivalently, it is the sum of the dimer energies minus (N − 2) times the sum of the monomer energies.

Suppose every monomer and dimer energy is wrong by at most ε in absolute value. For N ≥ 2, I expect the two-body energy to be wrong by at most

(N(N − 1)/2 + N(N − 2)) ε,

and I expect some choice of errors to reach this value. Can this be stated and proved in Lean 4 with Mathlib?

## Answer

### Modelling choices

Fragments are the elements of `Fin N`, so they are numbered 0, …, N − 1. Monomer energies are a function `m : Fin N → ℝ`, and dimer energies are a function `d : Fin N → Fin N → ℝ`. The set `pairs N` contains each pair once, with the smaller index first. Only the values d_ij with i < j are therefore ever read, and no symmetry of `d` is needed.

`twoBodyEnergy m d` is defined in the physical form, monomers plus pair interactions:

E₂(m, d) = Σ_i m_i + Σ_{i<j} (d_ij − m_i − m_j).

The form with the factor N − 2 is a theorem. In it N is converted to a real number before 2 is subtracted, so the subtraction is the ordinary one.

The errors are a function u on monomers and a function v on dimers, with |u_i| ≤ ε for all i and |v_ij| ≤ ε for i < j. The perturbed energies are `m + u` and `d + v`. All energies are arbitrary real numbers; no Hamiltonian appears.

### Derivation by hand

**Counting.** Fragment i forms a pair with each of the other N − 1 fragments, so

Σ_{i<j} (m_i + m_j) = (N − 1) Σ_i m_i.

Setting every m_i to 1/2 makes each pair contribute 1 on the left. The number of pairs is therefore (N − 1) · N/2 = N(N − 1)/2.

**Working formula.** Inserting the first identity into the definition gives

E₂(m, d) = Σ_i m_i + Σ_{i<j} d_ij − (N − 1) Σ_i m_i
= Σ_{i<j} d_ij − (N − 2) Σ_i m_i.

**Linearity.** This expression is linear in the energies, so the reference values cancel from the change:

E₂(m + u, d + v) − E₂(m, d) = E₂(u, v) = Σ_{i<j} v_ij − (N − 2) Σ_i u_i.

**Upper bound.** There are N(N − 1)/2 dimer terms and N monomer terms, each of size at most ε. Since N − 2 ≥ 0, the triangle inequality gives

|E₂(u, v)| ≤ N(N − 1)/2 · ε + (N − 2) · N ε.

**Attainment.** Take v_ij = ε for every dimer and u_i = −ε for every monomer. Then

E₂(u, v) = N(N − 1)/2 · ε + (N − 2) · N ε,

which is the bound itself.

**When the upward shift is maximal.** Subtract the actual change from the bound:

(N(N − 1)/2 + N(N − 2)) ε − E₂(u, v) = Σ_{i<j} (ε − v_ij) + (N − 2) Σ_i (ε + u_i).

Every bracket on the right is non-negative. If N ≥ 3, the factor N − 2 is positive, so the right side vanishes only if every v_ij = ε and every u_i = −ε.

**Accurate interactions.** Suppose instead that the interaction energies are known to change by at most η, that is |v_ij − u_i − u_j| ≤ η for i < j, while |u_i| ≤ ε. The defining form of E₂ and the triangle inequality then give

|E₂(u, v)| ≤ N ε + N(N − 1)/2 · η.

### The Lean file

```lean
import Mathlib

open Finset

namespace ManyBodyExpansionError

noncomputable section

variable {N : ℕ}

/-- The pairs of distinct fragments, each listed once with the smaller index first. -/
def pairs (N : ℕ) : Finset (Fin N × Fin N) :=
  Finset.univ.filter (fun p => p.1 < p.2)

/-- The two-body energy: all monomer energies `m i` plus all pair interaction energies
`d i j - m i - m j`, where `d i j` is the energy of a dimer. -/
def twoBodyEnergy (m : Fin N → ℝ) (d : Fin N → Fin N → ℝ) : ℝ :=
  ∑ i, m i + ∑ p ∈ pairs N, (d p.1 p.2 - m p.1 - m p.2)

/-- Summed over all dimers, the energies of the two constituents count every monomer
`N - 1` times. -/
theorem sum_pairs_add (m : Fin N → ℝ) :
    ∑ p ∈ pairs N, (m p.1 + m p.2) = ((N : ℝ) - 1) * ∑ i, m i := by
  have h1 : ∑ p ∈ pairs N, m p.1 = ∑ i, ∑ j, if i < j then m i else 0 := by
    simp only [pairs, Finset.sum_filter, Fintype.sum_prod_type]
  have h2 : ∑ p ∈ pairs N, m p.2 = ∑ i, ∑ j, if j < i then m i else 0 := by
    simp only [pairs, Finset.sum_filter, Fintype.sum_prod_type]
    exact Finset.sum_comm
  rw [Finset.sum_add_distrib, h1, h2, ← Finset.sum_add_distrib, Finset.mul_sum]
  refine Finset.sum_congr rfl fun i _ => ?_
  rw [← Finset.sum_add_distrib]
  -- fragment i is paired with every j except itself
  have h3 : ∀ j, ((if i < j then m i else 0) + (if j < i then m i else 0))
      = m i - if i = j then m i else 0 := by
    intro j
    rcases lt_trichotomy i j with h | h | h
    · simp [h, h.ne, lt_asymm h]
    · simp [h]
    · simp [h, h.ne', lt_asymm h]
  rw [Finset.sum_congr rfl fun j _ => h3 j]
  simp only [Finset.sum_sub_distrib, Finset.sum_const, Finset.card_univ, Fintype.card_fin,
    nsmul_eq_mul, Finset.sum_ite_eq, Finset.mem_univ, if_true]
  ring

/-- There are `N (N - 1) / 2` dimers. -/
theorem card_pairs : ((pairs N).card : ℝ) = N * ((N : ℝ) - 1) / 2 := by
  have h := sum_pairs_add (fun _ : Fin N => (1 / 2 : ℝ))
  simp only [Finset.sum_const, Finset.card_univ, Fintype.card_fin, nsmul_eq_mul] at h
  linarith

/-- The two-body energy is the sum of the dimer energies minus `N - 2` times the sum of
the monomer energies. -/
theorem twoBodyEnergy_eq (m : Fin N → ℝ) (d : Fin N → Fin N → ℝ) :
    twoBodyEnergy m d = ∑ p ∈ pairs N, d p.1 p.2 - ((N : ℝ) - 2) * ∑ i, m i := by
  have h := sum_pairs_add m
  have h' : ∑ p ∈ pairs N, (d p.1 p.2 - m p.1 - m p.2)
      = ∑ p ∈ pairs N, d p.1 p.2 - ∑ p ∈ pairs N, (m p.1 + m p.2) := by
    rw [← Finset.sum_sub_distrib]
    exact Finset.sum_congr rfl fun p _ => by ring
  rw [twoBodyEnergy, h']
  linear_combination -h

/-- The change of the two-body energy is the two-body energy of the perturbations. -/
theorem twoBodyEnergy_change (m u : Fin N → ℝ) (d v : Fin N → Fin N → ℝ) :
    twoBodyEnergy (m + u) (d + v) - twoBodyEnergy m d = twoBodyEnergy u v := by
  simp only [twoBodyEnergy_eq, Pi.add_apply, Finset.sum_add_distrib]
  ring

/-- A sum of terms of size at most `ε` has size at most the number of terms times `ε`. -/
theorem abs_sum_le_card {ι : Type*} (s : Finset ι) (f : ι → ℝ) (ε : ℝ)
    (h : ∀ x ∈ s, |f x| ≤ ε) : |∑ x ∈ s, f x| ≤ s.card * ε :=
  (Finset.abs_sum_le_sum_abs f s).trans
    (by simpa [nsmul_eq_mul] using Finset.sum_le_card_nsmul s (fun x => |f x|) ε h)

/-- For `N ≥ 2` fragments, the largest change of the two-body energy under perturbations of
every monomer and dimer energy by at most `ε` is `(N (N - 1) / 2 + N (N - 2)) ε`. -/
theorem isGreatest_twoBody_error (hN : 2 ≤ N) {ε : ℝ} (hε : 0 ≤ ε)
    (m : Fin N → ℝ) (d : Fin N → Fin N → ℝ) :
    IsGreatest {e : ℝ | ∃ (u : Fin N → ℝ) (v : Fin N → Fin N → ℝ),
        (∀ i, |u i| ≤ ε) ∧ (∀ i j, i < j → |v i j| ≤ ε) ∧
        e = |twoBodyEnergy (m + u) (d + v) - twoBodyEnergy m d|}
      ((N * ((N : ℝ) - 1) / 2 + N * ((N : ℝ) - 2)) * ε) := by
  have h2 : (2 : ℝ) ≤ N := by exact_mod_cast hN
  constructor
  · -- raise every dimer and lower every monomer
    refine ⟨fun _ => -ε, fun _ _ => ε, fun _ => ?_, fun _ _ _ => ?_, ?_⟩
    · rw [abs_neg, abs_of_nonneg hε]
    · rw [abs_of_nonneg hε]
    · have hval : twoBodyEnergy (fun _ : Fin N => -ε) (fun _ _ => ε)
          = (N * ((N : ℝ) - 1) / 2 + N * ((N : ℝ) - 2)) * ε := by
        rw [twoBodyEnergy_eq]
        simp only [Finset.sum_const, Finset.card_univ, Fintype.card_fin, nsmul_eq_mul,
          card_pairs]
        ring
      have hc : 0 ≤ N * ((N : ℝ) - 1) / 2 + N * ((N : ℝ) - 2) := by nlinarith
      rw [twoBodyEnergy_change, hval, abs_of_nonneg (mul_nonneg hc hε)]
  · -- triangle inequality for dimers and monomers separately
    rintro e ⟨u, v, hu, hv, rfl⟩
    have hD := abs_sum_le_card (pairs N) (fun p => v p.1 p.2) ε
      (fun p hp => hv p.1 p.2 (Finset.mem_filter.mp hp).2)
    have hM := abs_sum_le_card Finset.univ u ε (fun i _ => hu i)
    rw [card_pairs] at hD
    rw [Finset.card_univ, Fintype.card_fin] at hM
    have hD' := abs_le.mp hD
    have hM' := abs_le.mp hM
    have hN2 : 0 ≤ (N : ℝ) - 2 := by linarith
    have a1 := mul_le_mul_of_nonneg_left hM'.1 hN2
    have a2 := mul_le_mul_of_nonneg_left hM'.2 hN2
    rw [twoBodyEnergy_change, twoBodyEnergy_eq, abs_le]
    constructor
    · linarith [hD'.1]
    · linarith [hD'.2]

/-- For `N ≥ 3` fragments, if every monomer and dimer energy is perturbed by at most `ε`, the
two-body energy changes by exactly `(N (N - 1) / 2 + N (N - 2)) ε` (signed) if and only if every
dimer perturbation is `ε` and every monomer perturbation is `-ε`. -/
theorem twoBody_error_eq_iff (hN : 3 ≤ N) {ε : ℝ} (m u : Fin N → ℝ)
    (d v : Fin N → Fin N → ℝ) (hu : ∀ i, |u i| ≤ ε) (hv : ∀ i j, i < j → |v i j| ≤ ε) :
    twoBodyEnergy (m + u) (d + v) - twoBodyEnergy m d
        = (N * ((N : ℝ) - 1) / 2 + N * ((N : ℝ) - 2)) * ε ↔
      (∀ i, u i = -ε) ∧ ∀ i j, i < j → v i j = ε := by
  have h3 : (3 : ℝ) ≤ N := by exact_mod_cast hN
  have h1 : 0 < (N : ℝ) - 2 := by linarith
  -- the distance to the bound is a sum of non-negative deficits
  have hdef : (N * ((N : ℝ) - 1) / 2 + N * ((N : ℝ) - 2)) * ε - twoBodyEnergy u v
      = ∑ p ∈ pairs N, (ε - v p.1 p.2) + ((N : ℝ) - 2) * ∑ i, (ε + u i) := by
    rw [twoBodyEnergy_eq]
    simp only [Finset.sum_sub_distrib, Finset.sum_add_distrib, Finset.sum_const,
      Finset.card_univ, Fintype.card_fin, nsmul_eq_mul, card_pairs]
    ring
  rw [twoBodyEnergy_change]
  constructor
  · intro h
    have hA : ∀ p ∈ pairs N, 0 ≤ ε - v p.1 p.2 := fun p hp => by
      linarith [(abs_le.mp (hv p.1 p.2 (Finset.mem_filter.mp hp).2)).2]
    have hB : ∀ i ∈ (Finset.univ : Finset (Fin N)), 0 ≤ ε + u i := fun i _ => by
      linarith [(abs_le.mp (hu i)).1]
    have sA := Finset.sum_nonneg hA
    have sB := mul_nonneg h1.le (Finset.sum_nonneg hB)
    have zA : ∑ p ∈ pairs N, (ε - v p.1 p.2) = 0 := by linarith
    have zB' : ((N : ℝ) - 2) * ∑ i, (ε + u i) = 0 := by linarith
    have zB := (mul_eq_zero.mp zB').resolve_left h1.ne'
    refine ⟨fun i => ?_, fun i j hij => ?_⟩
    · have := (Finset.sum_eq_zero_iff_of_nonneg hB).mp zB i (Finset.mem_univ i)
      linarith
    · have hm : (i, j) ∈ pairs N := Finset.mem_filter.mpr ⟨Finset.mem_univ _, hij⟩
      have : ε - v i j = 0 := (Finset.sum_eq_zero_iff_of_nonneg hA).mp zA (i, j) hm
      linarith
  · rintro ⟨hu', hv'⟩
    have zA : ∑ p ∈ pairs N, (ε - v p.1 p.2) = 0 := Finset.sum_eq_zero fun p hp => by
      rw [hv' p.1 p.2 (Finset.mem_filter.mp hp).2, sub_self]
    have zB : ∑ i, (ε + u i) = 0 := Finset.sum_eq_zero fun i _ => by
      rw [hu' i, add_neg_cancel]
    rw [zA, zB, mul_zero, add_zero] at hdef
    linarith

/-- If monomer energies change by at most `ε` and pair interaction energies by at most `η`,
the two-body energy changes by at most `N ε + N (N - 1) / 2 * η`. -/
theorem twoBody_error_le_of_interaction {ε η : ℝ} (m u : Fin N → ℝ)
    (d v : Fin N → Fin N → ℝ) (hu : ∀ i, |u i| ≤ ε)
    (hw : ∀ i j, i < j → |v i j - u i - u j| ≤ η) :
    |twoBodyEnergy (m + u) (d + v) - twoBodyEnergy m d|
      ≤ N * ε + N * ((N : ℝ) - 1) / 2 * η := by
  have hD := abs_sum_le_card (pairs N) (fun p => v p.1 p.2 - u p.1 - u p.2) η
    (fun p hp => hw p.1 p.2 (Finset.mem_filter.mp hp).2)
  have hM := abs_sum_le_card Finset.univ u ε (fun i _ => hu i)
  rw [card_pairs] at hD
  rw [Finset.card_univ, Fintype.card_fin] at hM
  rw [twoBodyEnergy_change, twoBodyEnergy]
  exact (abs_add_le _ _).trans (add_le_add hM hD)

end

end ManyBodyExpansionError
```

```lean
#print axioms ManyBodyExpansionError.isGreatest_twoBody_error
-- 'ManyBodyExpansionError.isGreatest_twoBody_error' depends on axioms: [propext, Classical.choice, Quot.sound]
#print axioms ManyBodyExpansionError.twoBody_error_eq_iff
-- 'ManyBodyExpansionError.twoBody_error_eq_iff' depends on axioms: [propext, Classical.choice, Quot.sound]
#print axioms ManyBodyExpansionError.twoBody_error_le_of_interaction
-- 'ManyBodyExpansionError.twoBody_error_le_of_interaction' depends on axioms: [propext, Classical.choice, Quot.sound]
```

### What the theorems say

`isGreatest_twoBody_error` takes N ≥ 2, ε ≥ 0 and any reference energies `m` and `d`. It considers the set of all numbers e that occur as the absolute change of the two-body energy for some admissible `u` and `v`. `IsGreatest` says that the stated value belongs to this set and that no member exceeds it. The first half is attainment, the second is the error bound. The maximum is the same for all reference energies.

`twoBody_error_eq_iff` concerns the signed change for N ≥ 3 under errors of size at most ε: it equals the bound (N(N − 1)/2 + N(N − 2)) ε exactly when all monomers are lowered by ε and all dimers are raised by ε. `twoBody_error_le_of_interaction` is the estimate with separate accuracies ε and η, and it holds for every N.

For fragment calculations truncated at two-body terms, the main theorem turns a uniform accuracy of the individual energies into a worst-case accuracy of the total, on the assumption that the errors can be chosen independently. If the errors are tied together, for instance by a common embedding field, the upper bound still applies, but the extreme choice may not be available. The distance between the two-body energy and the exact energy of the whole system is a different error, and it is not treated here.

### How the proof follows the derivation

`sum_pairs_add` is the counting step. It writes the sum over pairs as double sums with the conditions i < j and j < i. The three cases of `lt_trichotomy` show that fragment i contributes m_i for every j except j = i, which leaves N m_i − m_i. `card_pairs` applies this result to the constant function 1/2.

`twoBodyEnergy_eq` is the working formula, and `twoBodyEnergy_change` is linearity. `abs_sum_le_card` bounds a sum by the number of its terms times ε.

In the main theorem, `constructor` separates attainment from the upper bound. For attainment, the constant functions −ε and ε are supplied, `hval` computes the resulting energy, and `nlinarith` shows that the coefficient is non-negative, so that the absolute value can be removed. For the upper bound, `hD` and `hM` bound the dimer sum and the monomer sum. Each is split into a lower and an upper inequality, the monomer inequalities are multiplied by N − 2 ≥ 0, and `linarith` adds them up.

In `twoBody_error_eq_iff`, the identity `hdef` is the sum of non-negative brackets above. If the bound is reached, both parts vanish, and `Finset.sum_eq_zero_iff_of_nonneg` makes each term vanish. The converse inserts the extreme errors into `hdef`. The last theorem applies `abs_sum_le_card` to the interaction errors and to the monomer errors, then joins the two with `abs_add_le`.

### If a hypothesis is dropped

**N ≥ 2 in the main theorem.** For N = 1 there are no dimers and E₂ = m_0, so the largest change is ε. The formula would give (0 + 1 · (−1)) ε = −ε, which for ε > 0 cannot be an absolute value.

**ε ≥ 0.** For N ≥ 2 and ε < 0 no error satisfies |u_i| ≤ ε. The set is empty and has no greatest element.

**N ≥ 3 in the equality case.** For N = 2 the monomer energies cancel and E₂ = d_01. With ε > 0, the choice v_01 = ε and u_0 = u_1 = 0 reaches the bound ε, although no monomer has been lowered.

### A numerical instance

Take N = 3 and ε = 0.1 in some energy unit, with

m_0 = m_1 = m_2 = −10, d_01 = −20.5, d_02 = −20.3, d_12 = −20.2.

The dimers sum to −61.0 and the monomers to −30, and N − 2 = 1, so

E₂ = −61.0 + 30 = −31.0.

Now raise each dimer by 0.1 and lower each monomer by 0.1. The sums become −60.7 and −30.3, and

E₂ = −60.7 + 30.3 = −30.4.

The change is 0.6, in agreement with the bound (3 + 3) · 0.1. Each interaction energy has moved by 0.3, three times the error of a single energy.

If the monomer errors are still at most 0.1 but the interaction energies are accurate to η = 0.02, the other estimate gives

3 · 0.1 + 3 · 0.02 = 0.36.

The gain comes from errors that largely cancel between a dimer and its two monomers. It depends on η being small: for three fragments, the second estimate is below the first only when η < ε.
